# Zero modes and Bogoliubov–de Gennes levels of the open Kitaev chain at its sweet spot

Before a Bogoliubov–de Gennes code is used on a disordered wire, it can be run on an open Kitaev chain at its sweet spot and its output compared with closed formulas. A diagonaliser may return any basis of a degenerate null space, so the comparison there should use the projector and not individual vectors. The problems below derive the null space and the allowed eigenvalues of the Bogoliubov–de Gennes matrix for a finite, non-interacting chain with one real parameter $t$.

## The chain and its matrices

The sites are $j=0,\dots,n$, as in Lean's `Fin (n + 1)`, so there are $n+1$ of them.

```lean
import Mathlib

open Matrix

namespace KitaevSweetSpot

noncomputable section
```

The hopping block $h$ has entries $-t$ between neighbours. Its zero diagonal means zero chemical potential.

```lean
/-- Hopping block of an open chain of `n + 1` sites: amplitude `-t` between neighbours. -/
def hopping (n : ℕ) (t : ℝ) : Matrix (Fin (n + 1)) (Fin (n + 1)) ℝ :=
  Matrix.of fun i j => if i.val + 1 = j.val ∨ j.val + 1 = i.val then -t else 0
```

The pairing block $D$ has $D_{j,j+1}=t=-D_{j+1,j}$. Equal strengths of pairing and hopping, together with zero chemical potential, define the sweet spot. They are put in by hand, as a tuning of the wire.

```lean
/-- Antisymmetric pairing block: `t` from a site to its right neighbour, `-t` in reverse. -/
def pairing (n : ℕ) (t : ℝ) : Matrix (Fin (n + 1)) (Fin (n + 1)) ℝ :=
  Matrix.of fun i j => if i.val + 1 = j.val then t else if j.val + 1 = i.val then -t else 0
```

With the convention $\hat H=\tfrac12\Psi^\dagger H\Psi$, $\Psi=(c,c^\dagger)^T$, the matrix is
$$H=\begin{pmatrix}h&D\\-D&-h\end{pmatrix}.$$
The index type `Fin (n + 1) ⊕ Fin (n + 1)` lists particle amplitudes $u$, then hole amplitudes $v$, and `Sum.elim u v` is the column $(u,v)$.

```lean
/-- The Bogoliubov-de Gennes matrix acting on particle and hole amplitudes. -/
def bdg (n : ℕ) (t : ℝ) :
    Matrix (Fin (n + 1) ⊕ Fin (n + 1)) (Fin (n + 1) ⊕ Fin (n + 1)) ℝ :=
  fromBlocks (hopping n t) (pairing n t) (-pairing n t) (-hopping n t)
```

The shift $S$ has $S_{ij}=1$ if $j+1=i$ and $0$ otherwise. Write $T=S^{\mathsf T}$.

```lean
/-- The shift by one site to the right; the last site is sent to zero. -/
def shift (n : ℕ) : Matrix (Fin (n + 1)) (Fin (n + 1)) ℝ :=
  Matrix.of fun i j => if j.val + 1 = i.val then 1 else 0
```

The vector $e_i$ is `site i`.

```lean
/-- The amplitude vector concentrated on site `i`. -/
def site {n : ℕ} (i : Fin (n + 1)) : Fin (n + 1) → ℝ := fun k => if k = i then 1 else 0
```

Two vectors on the ends of the chain are needed later: $r=(e_n,e_n)$ and $\ell=(e_0,-e_0)$. Both have norm $\sqrt2$, so their normalised forms carry a factor $1/\sqrt2$.

```lean
/-- The vector `(e_n, e_n)` on the last site, `n`. -/
def rightMode (n : ℕ) : Fin (n + 1) ⊕ Fin (n + 1) → ℝ :=
  Sum.elim (site (Fin.last n)) (site (Fin.last n))

/-- The vector `(e_0, -e_0)` on the first site, `0`. -/
def leftMode (n : ℕ) : Fin (n + 1) ⊕ Fin (n + 1) → ℝ :=
  Sum.elim (site 0) (-site 0)
```

## (a) Right, left and right again

**Task.** Show that $STS=S$.

**Solution.** $S$ sends $e_i$ to $e_{i+1}$ for $i<n$ and $e_n$ to zero, while $T$ undoes each nonzero move. Hence $TS$ is diagonal, with entry 1 for $i<n$ and 0 for $i=n$. Multiplying by $S$ on the left changes nothing, since $S$ already annihilates $e_n$.

In Lean, `hd` is this diagonal form; its matrix product collapses to the single intermediate site $i+1$.

```lean
/-- Shifting right, back left and right again is the same as shifting right once. -/
theorem shift_partial_isometry (n : ℕ) : shift n * (shift n)ᵀ * shift n = shift n := by
  -- left after right is the projector onto all sites but the last
  have hd : (shift n)ᵀ * shift n =
      diagonal (fun i : Fin (n + 1) => if i.val < n then (1 : ℝ) else 0) := by
    ext i j
    rw [Matrix.mul_apply, Matrix.diagonal_apply]
    simp only [transpose_apply, shift, of_apply]
    by_cases hi : i.val < n
    · rw [Finset.sum_eq_single (⟨i.val + 1, by omega⟩ : Fin (n + 1))]
      · by_cases hij : i = j
        · subst hij
          simp [hi]
        · simp [hij, Ne.symm hij, Fin.val_inj]
      · intro k _ hk
        have hne : ¬ (i.val + 1 = k.val) := fun h => hk (Fin.ext h.symm)
        simp [hne]
      · intro h
        exact absurd (Finset.mem_univ _) h
    · rw [Finset.sum_eq_zero]
      · simp [hi]
      · intro k _
        have hk := k.isLt
        have hne : ¬ (i.val + 1 = k.val) := by omega
        simp [hne]
  rw [Matrix.mul_assoc, hd]
  ext i j
  have hi := i.isLt
  rw [Matrix.mul_diagonal]
  simp only [shift, of_apply]
  split_ifs <;> first | omega | simp
```

## (b) Hopping and pairing from shifts

**Task.** Show that $h=-t(S+T)$ and $D=t(T-S)$.

**Solution.** The entry $(j,j+1)$ is 1 in $T$ and 0 in $S$; the entry $(j+1,j)$ is the reverse. This gives $-t$ in both places for $h$, and $t$ and $-t$ for $D$. All other entries vanish. Lean makes the same case split.

```lean
/-- Hopping is `-t` times the sum of the right and left shifts, and pairing is `t` times
the left shift minus the right shift. -/
theorem blocks_eq_shift (n : ℕ) (t : ℝ) :
    hopping n t = -(t • (shift n + (shift n)ᵀ)) ∧
      pairing n t = t • ((shift n)ᵀ - shift n) := by
  constructor <;> ext i j <;>
    simp only [hopping, pairing, shift, of_apply, Matrix.neg_apply, Matrix.smul_apply,
      Matrix.add_apply, Matrix.sub_apply, transpose_apply, smul_eq_mul] <;>
    split_ifs <;> first | omega | ring
```

## (c) A cubic identity

**Task.** Show that $H^3=4t^2H$.

**Solution.** By (b), $H=tK$ with
$$K=\begin{pmatrix}-(S+T)&T-S\\S-T&S+T\end{pmatrix}.$$
Put $P=ST$ and $Q=TS$. Block multiplication gives
$$K^2=2\begin{pmatrix}P+Q&Q-P\\Q-P&P+Q\end{pmatrix},$$
$$K^3=4\begin{pmatrix}-(PS+QT)&QT-PS\\PS-QT&PS+QT\end{pmatrix}.$$
By (a), $PS=STS=S$, and its transpose gives $QT=TST=T$. Thus $K^3=4K$, and $H^3=t^3K^3=4t^2H$.

The proof turns on `linear_combination (norm := noncomm_ring)`. By default, `linear_combination` finishes with a normaliser for commutative rings, which matrices do not form. Here it subtracts the stated multiples of $STS=S$ and $TST=T$, then lets `noncomm_ring` compare words while keeping their order. The coefficients $\pm4$ are those of $PS$ and $QT$ above.

```lean
/-- At the sweet spot the Bogoliubov-de Gennes matrix obeys `H³ = 4t²H`. -/
theorem bdg_cube (n : ℕ) (t : ℝ) : bdg n t ^ 3 = (4 * t ^ 2) • bdg n t := by
  have key : ∀ S T : Matrix (Fin (n + 1)) (Fin (n + 1)) ℝ, S * T * S = S → T * S * T = T →
      (fromBlocks (-(S + T)) (T - S) (S - T) (S + T)) ^ 3 =
        fromBlocks (-(S + T)) (T - S) (S - T) (S + T) +
        fromBlocks (-(S + T)) (T - S) (S - T) (S + T) +
        fromBlocks (-(S + T)) (T - S) (S - T) (S + T) +
        fromBlocks (-(S + T)) (T - S) (S - T) (S + T) := by
    intro S T h1 h2
    rw [pow_succ, pow_two, fromBlocks_multiply, fromBlocks_multiply, fromBlocks_add,
      fromBlocks_add, fromBlocks_add, fromBlocks_inj]
    refine ⟨?_, ?_, ?_, ?_⟩
    · linear_combination (norm := noncomm_ring) (-4) * h1 + (-4) * h2
    · linear_combination (norm := noncomm_ring) (-4) * h1 + 4 * h2
    · linear_combination (norm := noncomm_ring) 4 * h1 + (-4) * h2
    · linear_combination (norm := noncomm_ring) 4 * h1 + 4 * h2
  have h1 := shift_partial_isometry n
  have h2 : (shift n)ᵀ * shift n * (shift n)ᵀ = (shift n)ᵀ := by
    have h := congrArg Matrix.transpose h1
    simpa [Matrix.transpose_mul, Matrix.mul_assoc] using h
  -- the energy scale factors out
  have hK : bdg n t = t • fromBlocks (-(shift n + (shift n)ᵀ)) ((shift n)ᵀ - shift n)
      (shift n - (shift n)ᵀ) (shift n + (shift n)ᵀ) := by
    rw [bdg, (blocks_eq_shift n t).1, (blocks_eq_shift n t).2, fromBlocks_smul, fromBlocks_inj]
    exact ⟨by module, by module, by module, by module⟩
  rw [hK, smul_pow, key _ _ h1 h2]
  module
```

## (d) Sums move right, differences move left

**Task.** Show that
$$H\binom uv=\binom{-t\,[S(u+v)+T(u-v)]}{t\,[S(u+v)-T(u-v)]}.$$

**Solution.** The upper row is $-t(S+T)u+t(T-S)v$, and the lower is $t(S-T)u+t(S+T)v$. Collect the terms in $S$ and in $T$. Lean expands the products and lets `module` do the collecting.

```lean
/-- With `S` the right shift and `T` its transpose, the matrix sends `(u, v)` to
`(-t [S(u + v) + T(u - v)], t [S(u + v) - T(u - v)])`. -/
theorem bdg_mulVec (n : ℕ) (t : ℝ) (u v : Fin (n + 1) → ℝ) :
    bdg n t *ᵥ Sum.elim u v =
      Sum.elim ((-t) • (shift n *ᵥ (u + v) + (shift n)ᵀ *ᵥ (u - v)))
        (t • (shift n *ᵥ (u + v) - (shift n)ᵀ *ᵥ (u - v))) := by
  rw [bdg, fromBlocks_mulVec, (blocks_eq_shift n t).1, (blocks_eq_shift n t).2]
  simp only [Sum.elim_comp_inl, Sum.elim_comp_inr, Matrix.neg_mulVec, Matrix.smul_mulVec,
    Matrix.add_mulVec, Matrix.sub_mulVec, Matrix.mulVec_add, Matrix.mulVec_sub]
  congr 1 <;> module
```

## (e) Crossing one bond

**Task.** For $j=i+1$, show that $Se_i=e_j$ and $Te_j=e_i$.

**Solution.** A matrix applied to $e_l$ returns its column $l$. Column $i$ of $S$ has its only 1 in row $j$, and column $j$ of $T$ has its only 1 in row $i$. The helper `col` extracts the column.

```lean
/-- Across a bond from site `i` to its right neighbour `j`, the shift moves `e_i` to `e_j`
and its transpose moves `e_j` to `e_i`. -/
theorem shift_site {n : ℕ} {i j : Fin (n + 1)} (h : i.val + 1 = j.val) :
    shift n *ᵥ site i = site j ∧ (shift n)ᵀ *ᵥ site j = site i := by
  have col : ∀ (M : Matrix (Fin (n + 1)) (Fin (n + 1)) ℝ) (l k : Fin (n + 1)),
      (M *ᵥ site l) k = M k l := by
    intro M l k
    simp [Matrix.mulVec, dotProduct, site]
  constructor <;> funext k <;> rw [col] <;>
    simp only [shift, transpose_apply, of_apply, site, Fin.ext_iff] <;>
    split_ifs <;> first | omega | rfl
```

## (f) What each shift annihilates

**Task.** Show that $Sa=0$ exactly when $a_i=0$ for all $i\ne n$, and $Ta=0$ exactly when $a_i=0$ for all $i\ne0$.

**Solution.** We have $(Sa)_{i+1}=a_i$ for $i<n$ and $(Sa)_0=0$, so $Sa=0$ constrains every amplitude but the last. Likewise $(Ta)_{i-1}=a_i$ for $i>0$ and $(Ta)_n=0$. Lean reads off these components for one direction and checks that every term of the sum vanishes for the other.

```lean
/-- The right shift annihilates exactly the vectors supported on the last site, the left
shift exactly those supported on the first. -/
theorem shift_kernels (n : ℕ) (a : Fin (n + 1) → ℝ) :
    (shift n *ᵥ a = 0 ↔ ∀ i, i ≠ Fin.last n → a i = 0) ∧
      ((shift n)ᵀ *ᵥ a = 0 ↔ ∀ i, i ≠ 0 → a i = 0) := by
  refine ⟨⟨fun h i hi => ?_, fun h => ?_⟩, ⟨fun h i hi => ?_, fun h => ?_⟩⟩
  · have hn : i.val ≠ n := fun e => hi (Fin.ext e)
    have hl := i.isLt
    have hc := congrFun h ⟨i.val + 1, by omega⟩
    simp only [Matrix.mulVec, dotProduct, shift, of_apply, Pi.zero_apply] at hc
    rw [Finset.sum_eq_single i (fun k _ hk => by
      have hne : ¬ (k.val + 1 = i.val + 1) := fun e => hk (Fin.ext (by omega))
      rw [if_neg hne, zero_mul]) (fun e => absurd (Finset.mem_univ _) e)] at hc
    simpa using hc
  · funext i
    have hl := i.isLt
    simp only [Matrix.mulVec, dotProduct, shift, of_apply, Pi.zero_apply]
    refine Finset.sum_eq_zero fun j _ => ?_
    split_ifs with hj
    · rw [h j (by rintro rfl; simp only [Fin.val_last] at hj; omega), mul_zero]
    · rw [zero_mul]
  · have hn : i.val ≠ 0 := fun e => hi (Fin.ext (by simpa using e))
    have hl := i.isLt
    have hc := congrFun h ⟨i.val - 1, by omega⟩
    simp only [Matrix.mulVec, dotProduct, shift, transpose_apply, of_apply,
      Pi.zero_apply] at hc
    rw [Finset.sum_eq_single i (fun k _ hk => by
      have hne : ¬ (i.val - 1 + 1 = k.val) := fun e => hk (Fin.ext (by omega))
      rw [if_neg hne, zero_mul]) (fun e => absurd (Finset.mem_univ _) e),
      if_pos (by omega), one_mul] at hc
    exact hc
  · funext i
    simp only [Matrix.mulVec, dotProduct, shift, transpose_apply, of_apply, Pi.zero_apply]
    refine Finset.sum_eq_zero fun j _ => ?_
    split_ifs with hj
    · rw [h j (by rintro rfl; simp at hj), mul_zero]
    · rw [zero_mul]
```

## (g) The zero-energy space

**Task.** For $t\ne0$, show that $\ker H=\operatorname{span}\{r,\ell\}$.

**Solution.** If $H(u,v)=0$, divide the two rows of (d) by $-t$ and $t$, then add and subtract them: $S(u+v)=0$ and $T(u-v)=0$. By (f), $u+v=\alpha e_n$ and $u-v=\beta e_0$, with $\alpha=u_n+v_n$ and $\beta=u_0-v_0$. Therefore
$$(u,v)=\tfrac{\alpha}{2}\,r+\tfrac{\beta}{2}\,\ell.$$
Conversely, any combination of $r$ and $\ell$ has its sum on site $n$ and its difference on site $0$, so (d) and (f) give zero.

In Lean, `ka` and `kb` are the two support statements, and `mulVecLin` is $H$ as a linear map.

```lean
/-- For `t ≠ 0` the zero-energy space is spanned by `(e_n, e_n)` and `(e_0, -e_0)`. -/
theorem ker_bdg (n : ℕ) {t : ℝ} (ht : t ≠ 0) :
    LinearMap.ker (bdg n t).mulVecLin = Submodule.span ℝ {rightMode n, leftMode n} := by
  ext x
  obtain ⟨u, v, rfl⟩ : ∃ u v, x = Sum.elim u v :=
    ⟨x ∘ Sum.inl, x ∘ Sum.inr, (Sum.elim_comp_inl_inr x).symm⟩
  rw [LinearMap.mem_ker, Matrix.mulVecLin_apply, bdg_mulVec, Submodule.mem_span_pair]
  constructor
  · intro h
    have h1 : ∀ i, (shift n *ᵥ (u + v)) i + ((shift n)ᵀ *ᵥ (u - v)) i = 0 := fun i =>
      (mul_eq_zero.mp (congrFun h (Sum.inl i))).resolve_left (neg_ne_zero.mpr ht)
    have h2 : ∀ i, (shift n *ᵥ (u + v)) i - ((shift n)ᵀ *ᵥ (u - v)) i = 0 := fun i =>
      (mul_eq_zero.mp (congrFun h (Sum.inr i))).resolve_left ht
    -- the sum lives on the last site, the difference on the first
    have ha := (shift_kernels n (u + v)).1.1
      (funext fun i => by rw [Pi.zero_apply]; linarith [h1 i, h2 i])
    have hb := (shift_kernels n (u - v)).2.1
      (funext fun i => by rw [Pi.zero_apply]; linarith [h1 i, h2 i])
    have ka : ∀ i, u i + v i = (u (Fin.last n) + v (Fin.last n)) * site (Fin.last n) i := by
      intro i
      by_cases hi : i = Fin.last n
      · simp [site, hi]
      · simpa [site, hi] using ha i hi
    have kb : ∀ i, u i - v i = (u 0 - v 0) * site 0 i := by
      intro i
      by_cases hi : i = 0
      · simp [site, hi]
      · simpa [site, hi] using hb i hi
    refine ⟨(u (Fin.last n) + v (Fin.last n)) / 2, (u 0 - v 0) / 2, ?_⟩
    ext (i | i) <;> simp only [rightMode, leftMode, Pi.add_apply, Pi.smul_apply,
      Sum.elim_inl, Sum.elim_inr, Pi.neg_apply, smul_eq_mul]
    · linear_combination (-1 / 2) * ka i - (1 / 2) * kb i
    · linear_combination (-1 / 2) * ka i + (1 / 2) * kb i
  · rintro ⟨a, b, h⟩
    have hu : ∀ i, a * site (Fin.last n) i + b * site 0 i = u i :=
      fun i => congrFun h (Sum.inl i)
    have hv : ∀ i, a * site (Fin.last n) i + b * -site 0 i = v i :=
      fun i => congrFun h (Sum.inr i)
    rw [(shift_kernels n (u + v)).1.2 (fun i hi => by
        rw [Pi.add_apply, ← hu, ← hv]; simp [site, hi]),
      (shift_kernels n (u - v)).2.2 (fun i hi => by
        rw [Pi.sub_apply, ← hu, ← hv]; simp [site, hi])]
    ext (i | i) <;> simp
```

## (h) Two independent end vectors

**Task.** Show that $ar+b\ell=0$ forces $a=b=0$.

**Solution.** Adding the particle and hole components gives $2ae_n=0$; subtracting them gives $2be_0=0$. With (g), the kernel has dimension two for $t\neq0$. Since $r$ and $\ell$ are also orthogonal, with norm $\sqrt2$ each, the projector onto it is $\tfrac12(rr^{\mathsf T}+\ell\ell^{\mathsf T})$.

This includes the single site $n=0$: there $H$ is the $2\times2$ zero matrix, and $(1,1)$ and $(1,-1)$ span the whole plane.

```lean
/-- The two end vectors `(e_n, e_n)` and `(e_0, -e_0)` are linearly independent. -/
theorem end_modes_independent (n : ℕ) :
    LinearIndependent ℝ ![rightMode n, leftMode n] := by
  rw [LinearIndependent.pair_iff]
  intro a b h
  have hu : ∀ i, a * site (Fin.last n) i + b * site 0 i = 0 :=
    fun i => congrFun h (Sum.inl i)
  have hv : ∀ i, a * site (Fin.last n) i + b * -site 0 i = 0 :=
    fun i => congrFun h (Sum.inr i)
  have h1 : site (Fin.last n) (Fin.last n) = 1 := by simp [site]
  have h2 : site (0 : Fin (n + 1)) 0 = 1 := by simp [site]
  constructor
  · linear_combination (1 / 2) * hu (Fin.last n) + (1 / 2) * hv (Fin.last n) - a * h1
  · linear_combination (1 / 2) * hu 0 - (1 / 2) * hv 0 - b * h2
```

## (i) The allowed energies

**Task.** If $Hx=Ex$ with $x\ne0$, show that $E\in\{0,2t,-2t\}$.

**Solution.** Applying (c) to $x$ gives $E^3x=4t^2Ex$, so $E(E-2t)(E+2t)=0$. Lean takes $E$ and $x$ real, which loses no eigenvalue because $H$ is real symmetric. These are eigenvalues of the matrix $H$, not total energies of the chain: two sites, for example, have the many-body energies $\pm t$.

```lean
/-- Every eigenvalue of the Bogoliubov-de Gennes matrix is `0`, `2t` or `-2t`. -/
theorem energies (n : ℕ) (t E : ℝ) (x : Fin (n + 1) ⊕ Fin (n + 1) → ℝ) (hx0 : x ≠ 0)
    (hx : bdg n t *ᵥ x = E • x) : E = 0 ∨ E = 2 * t ∨ E = -(2 * t) := by
  have h3 : (bdg n t ^ 3) *ᵥ x = E ^ 3 • x := by
    rw [pow_succ, pow_two, ← Matrix.mulVec_mulVec, ← Matrix.mulVec_mulVec, hx,
      Matrix.mulVec_smul, hx, Matrix.mulVec_smul, Matrix.mulVec_smul, hx]
    module
  rw [bdg_cube, Matrix.smul_mulVec, hx] at h3
  have h4 : (E ^ 3 - 4 * t ^ 2 * E) • x = 0 := by
    rw [sub_smul, ← h3]
    module
  have h5 := (smul_eq_zero.mp h4).resolve_right hx0
  have h6 : E * ((E - 2 * t) * (E + 2 * t)) = 0 := by linear_combination h5
  rcases mul_eq_zero.mp h6 with h | h
  · exact Or.inl h
  · rcases mul_eq_zero.mp h with h | h
    · exact Or.inr (Or.inl (by linarith))
    · exact Or.inr (Or.inr (by linarith))
```

## (j) Modes on a bond

**Task.** For $j=i+1$ and $s=\pm1$, let $w_s=(e_i+se_j,\;e_i-se_j)$. Show that $Hw_s=-2ts\,w_s$.

**Solution.** The sum of the two components is $2e_i$ and their difference is $2se_j$. By (d) and (e),
$$Hw_s=\bigl(-2t(e_j+se_i),\;2t(e_j-se_i)\bigr),$$
which equals $-2ts\,w_s$ because $s^2=1$. The normalised mode is $w_s/2$. Both levels $\pm2t$ therefore occur as soon as there is a bond.

These results hold at the sweet spot itself; how the end modes respond to a chemical potential, disorder or interactions is a separate question.

```lean
/-- On the bond from site `i` to its right neighbour `j`, for either sign `s`, the vector
`(e_i + s e_j, e_i - s e_j)` is an eigenvector with energy `-2ts`. -/
theorem bond_mode {n : ℕ} (t s : ℝ) (hs : s = 1 ∨ s = -1) {i j : Fin (n + 1)}
    (h : i.val + 1 = j.val) :
    bdg n t *ᵥ Sum.elim (site i + s • site j) (site i - s • site j) =
      (-2 * t * s) • Sum.elim (site i + s • site j) (site i - s • site j) := by
  have hu : (site i + s • site j) + (site i - s • site j) = (2 : ℝ) • site i := by module
  have hv : (site i + s • site j) - (site i - s • site j) = (2 * s) • site j := by module
  rw [bdg_mulVec, hu, hv, Matrix.mulVec_smul, Matrix.mulVec_smul, (shift_site h).1,
    (shift_site h).2]
  rcases hs with rfl | rfl <;> ext (k | k) <;>
    simp only [Sum.elim_inl, Sum.elim_inr, Pi.smul_apply, Pi.add_apply, Pi.sub_apply,
      smul_eq_mul] <;> ring

end

end KitaevSweetSpot
```

```lean
#print axioms KitaevSweetSpot.bdg_cube
-- 'KitaevSweetSpot.bdg_cube' depends on axioms: [propext, Classical.choice, Quot.sound]
#print axioms KitaevSweetSpot.ker_bdg
-- 'KitaevSweetSpot.ker_bdg' depends on axioms: [propext, Classical.choice, Quot.sound]
#print axioms KitaevSweetSpot.energies
-- 'KitaevSweetSpot.energies' depends on axioms: [propext, Classical.choice, Quot.sound]
#print axioms KitaevSweetSpot.bond_mode
-- 'KitaevSweetSpot.bond_mode' depends on axioms: [propext, Classical.choice, Quot.sound]
```
